# The mean square fluctuation of a scalar auxiliary-field estimator with a complex force bias

In this model a single real auxiliary field x is drawn from a Gaussian of mean zero and variance one, and the one-body factor is a number, exp(a(x − b)), taken at the field shifted by the force bias b and reweighted by exp(xb − b²/2). The lemma `fluctuation_eq` states that, for all complex a and b, the mean square modulus of the estimator's deviation from its own average is exp(Re a²)(exp(|a + b|²) − 1). The proof replaces the average by its known value m = exp(a²/2) and expands the squared modulus into the estimator's own square, the constant |m|² and a cross term. It then integrates term by term, using the second moment proved earlier.

The first attempt, which Lean rejects:

```lean
import Mathlib

open MeasureTheory ProbabilityTheory ComplexConjugate

namespace FluctuationEq

noncomputable section

/-- The distribution of the auxiliary field: a Gaussian of mean zero and variance one. -/
abbrev fieldMeasure : Measure ℝ := gaussianReal 0 1

/-- The estimator with force bias `b`: the reweighting factor `exp (x b - b² / 2)` times the
one-body factor `exp (a (x - b))` at the shifted field. -/
def estimator (a b : ℂ) (x : ℝ) : ℂ :=
  Complex.exp (x * b - b ^ 2 / 2) * Complex.exp (a * (x - b))

/-- The mean square fluctuation of the estimator about its own average over the field. -/
def fluctuation (a b : ℂ) : ℝ :=
  ∫ x, ‖estimator a b x - ∫ y, estimator a b y ∂fieldMeasure‖ ^ 2 ∂fieldMeasure

/-- The field enters the estimator only through the factor `exp ((a + b) x)`. -/
theorem estimator_eq (a b : ℂ) (x : ℝ) :
    estimator a b x =
      Complex.exp (-(b ^ 2 / 2 + a * b)) * Complex.exp ((a + b) * x) := by
  unfold estimator
  rw [← Complex.exp_add, ← Complex.exp_add]
  congr 1
  ring

/-- The estimator is integrable over the Gaussian field for all complex `a` and `b`. -/
theorem estimator_integrable (a b : ℂ) : Integrable (estimator a b) fieldMeasure := by
  have h : Integrable (fun x : ℝ => Complex.exp ((a + b) * x)) fieldMeasure := by
    refine Integrable.mono' (integrable_exp_mul_gaussianReal (a + b).re)
      (Continuous.aestronglyMeasurable (by fun_prop)) (Filter.Eventually.of_forall fun x => ?_)
    simp [Complex.norm_exp]
  rw [funext (estimator_eq a b)]
  exact h.const_mul _

/-- The Hubbard-Stratonovich identity for a number: the standard Gaussian average of
`exp (z x)` is `exp (z² / 2)` for every complex `z`. -/
theorem gaussian_average_exp (z : ℂ) :
    ∫ x : ℝ, Complex.exp (z * x) ∂fieldMeasure = Complex.exp (z ^ 2 / 2) := by
  have h := complexMGF_id_gaussianReal (μ := 0) (v := 1) z
  simpa [complexMGF] using h

/-- The average of the estimator is `exp (a² / 2)` for every complex shift `b`. -/
theorem force_bias_mean (a b : ℂ) :
    ∫ x, estimator a b x ∂fieldMeasure = Complex.exp (a ^ 2 / 2) := by
  simp_rw [estimator_eq]
  rw [integral_const_mul, gaussian_average_exp, ← Complex.exp_add]
  congr 1
  ring

/-- The squared modulus of the estimator is integrable, and its average is
`exp (Re a² + |a + b|²)`. -/
theorem second_moment (a b : ℂ) :
    Integrable (fun x => ‖estimator a b x‖ ^ 2) fieldMeasure ∧
    ∫ x, ‖estimator a b x‖ ^ 2 ∂fieldMeasure =
      Real.exp ((a ^ 2).re + ‖a + b‖ ^ 2) := by
  -- the squared modulus is again the exponential of a linear function of the field
  have hsq : ∀ x : ℝ, ‖estimator a b x‖ ^ 2 =
      Real.exp (-(b.re ^ 2 - b.im ^ 2 + 2 * (a.re * b.re - a.im * b.im))) *
        Real.exp ((2 * (a.re + b.re)) * x) := by
    intro x
    rw [estimator_eq, ← Complex.exp_add, Complex.norm_exp, pow_two, ← Real.exp_add,
      ← Real.exp_add]
    congr 1
    simp only [Complex.neg_re, Complex.add_re, Complex.add_im, Complex.mul_re,
      Complex.div_ofNat_re, pow_two, Complex.ofReal_re, Complex.ofReal_im]
    ring
  have hreal : ∀ t : ℝ, ∫ x, Real.exp (t * x) ∂fieldMeasure = Real.exp (t ^ 2 / 2) := by
    intro t
    apply Complex.ofReal_injective
    rw [← integral_complex_ofReal]
    push_cast
    exact gaussian_average_exp t
  simp_rw [hsq]
  refine ⟨(integrable_exp_mul_gaussianReal _).const_mul _, ?_⟩
  rw [integral_const_mul, hreal, ← Real.exp_add]
  congr 1
  rw [Complex.sq_norm, Complex.normSq_apply]
  simp only [pow_two, Complex.mul_re, Complex.add_re, Complex.add_im]
  ring

/-- The mean square fluctuation of the estimator is
`exp (Re a²) (exp |a + b|² - 1)`. -/
theorem fluctuation_eq (a b : ℂ) :
    fluctuation a b = Real.exp (a ^ 2).re * (Real.exp (‖a + b‖ ^ 2) - 1) := by
  unfold fluctuation
  rw [force_bias_mean]
  set m := Complex.exp (a ^ 2 / 2) with hm
  have hnorm : ‖m‖ ^ 2 = Real.exp (a ^ 2).re := by
    rw [hm, Complex.norm_exp, pow_two, ← Real.exp_add, Complex.div_ofNat_re]
    congr 1
    ring
  -- expand the square and average term by term
  have hexp : ∀ x, ‖estimator a b x - m‖ ^ 2 =
      ‖estimator a b x‖ ^ 2 + ‖m‖ ^ 2 - 2 * (conj m * estimator a b x).re := by
    intro x
    simp only [Complex.sq_norm, Complex.normSq_apply, Complex.sub_re, Complex.sub_im,
      Complex.mul_re, Complex.conj_re, Complex.conj_im]
    ring
  have hint : Integrable (fun x => conj m * estimator a b x) fieldMeasure :=
    (estimator_integrable a b).const_mul _
  have hre : Integrable (fun x => (conj m * estimator a b x).re) fieldMeasure :=
    Complex.reCLM.integrable_comp hint
  have hcross : ∫ x, (conj m * estimator a b x).re ∂fieldMeasure = ‖m‖ ^ 2 := by
    have h := Complex.reCLM.integral_comp_comm hint
    simp only [Complex.reCLM_apply] at h
    rw [h, integral_const_mul, force_bias_mean, ← hm, Complex.sq_norm, Complex.normSq_apply]
    simp only [Complex.mul_re, Complex.conj_re, Complex.conj_im]
    ring
  obtain ⟨hi, hs⟩ := second_moment a b
  simp_rw [hexp]
  rw [integral_sub (hi.add (integrable_const _)) (hre.const_mul 2),
    integral_add hi (integrable_const _), integral_const_mul, hcross, hs, integral_const,
    hnorm, Real.exp_add]
  simp only [probReal_univ, one_smul]
  ring

end

end FluctuationEq
```

Lean reports:

```
Main.lean:115:6: error: Tactic `rewrite` failed: Did not find an occurrence of the pattern
  ∫ (a_1 : ℝ),
    ((fun x => ‖estimator a b x‖ ^ 2) + fun x => ?m.388) a_1 -
      2 * ((starRingEnd ℂ) m * estimator a b a_1).re ∂fieldMeasure
in the target expression
  ∫ (x : ℝ), ‖estimator a b x‖ ^ 2 + ‖m‖ ^ 2 - 2 * ((starRingEnd ℂ) m * estimator a b x).re ∂fieldMeasure =
    Real.exp (a ^ 2).re * (Real.exp (‖a + b‖ ^ 2) - 1)

a b : ℂ
m : ℂ := Complex.exp (a ^ 2 / 2)
hm : m = Complex.exp (a ^ 2 / 2)
hnorm : ‖m‖ ^ 2 = Real.exp (a ^ 2).re
hexp :
  ∀ (x : ℝ), ‖estimator a b x - m‖ ^ 2 = ‖estimator a b x‖ ^ 2 + ‖m‖ ^ 2 - 2 * ((starRingEnd ℂ) m * estimator a b x).re
hint : Integrable (fun x => (starRingEnd ℂ) m * estimator a b x) fieldMeasure
hre : Integrable (fun x => ((starRingEnd ℂ) m * estimator a b x).re) fieldMeasure
hcross : ∫ (x : ℝ), ((starRingEnd ℂ) m * estimator a b x).re ∂fieldMeasure = ‖m‖ ^ 2
hi : Integrable (fun x => ‖estimator a b x‖ ^ 2) fieldMeasure
hs : ∫ (x : ℝ), ‖estimator a b x‖ ^ 2 ∂fieldMeasure = Real.exp ((a ^ 2).re + ‖a + b‖ ^ 2)
⊢ ∫ (x : ℝ), ‖estimator a b x‖ ^ 2 + ‖m‖ ^ 2 - 2 * ((starRingEnd ℂ) m * estimator a b x).re ∂fieldMeasure =
    Real.exp (a ^ 2).re * (Real.exp (‖a + b‖ ^ 2) - 1)
```

The change, after which it compiles:

```diff
@@ -112,6 +112,8 @@
     ring
   obtain ⟨hi, hs⟩ := second_moment a b
+  have hadd : Integrable (fun x => ‖estimator a b x‖ ^ 2 + ‖m‖ ^ 2) fieldMeasure :=
+    hi.add (integrable_const _)
   simp_rw [hexp]
-  rw [integral_sub (hi.add (integrable_const _)) (hre.const_mul 2),
+  rw [integral_sub hadd (hre.const_mul 2),
     integral_add hi (integrable_const _), integral_const_mul, hcross, hs, integral_const,
     hnorm, Real.exp_add]
```

Cause. The message says that `rw` could not find the left side of `integral_sub` in the goal. The lemma takes the form of its integrand from the integrability proofs it is given. Here the first was `hi.add (integrable_const _)`, whose type speaks of a sum of two functions, so the pattern contained that sum applied to the variable, `((fun x => ‖estimator a b x‖ ^ 2) + fun x => ?m.388) a_1`. The goal has instead the sum of the values, `‖estimator a b x‖ ^ 2 + ‖m‖ ^ 2`. The two are equal by definition, but the matching done by `rw` did not unfold the addition of functions to see it.

The repair states the integrability of the pointwise sum as `hadd`. The same proof term is accepted there, because Lean checks it against the stated type up to definitional equality. With `hadd` passed to `integral_sub`, the pattern has the form of the goal and the rewrite succeeds. The following `integral_add` needs no change, since it receives the two summands separately and writes their sum pointwise itself.
